# For two boson modes, the total number of quanta fixes $J^2$

Let $a_1, b_1, a_2, b_2$ be elements of an associative algebra in which one can multiply by rational numbers. The $a_i$ are lowering operators and the $b_i$ raising operators of two independent boson modes, which means

$$a_1b_1-b_1a_1=1,\qquad a_2b_2-b_2a_2=1,$$

and every operator of mode 1 commutes with every operator of mode 2. In a Hilbert space $b_i$ would be $a_i^\dagger$, but the argument uses no adjoint. Write $N_i=b_ia_i$ for the number operators and $N=N_1+N_2$ for their sum, and define

$$J_+=b_1a_2,\qquad J_-=b_2a_1,\qquad J_z=\tfrac12(N_1-N_2).$$

With $\hbar=1$, a quantum in mode 1 carries $J_z=+\tfrac12$ and a quantum in mode 2 carries $J_z=-\tfrac12$. The square of the angular momentum is taken in the form

$$J^2=J_-J_++J_z^2+J_z .$$

The claim is that

$$J^2=\frac N2\Big(\frac N2+1\Big),$$

so a state $v$ with $Nv=2j\,v$ satisfies $J^2v=j(j+1)\,v$.

This is the Casimir part of Schwinger's boson construction of angular momentum. It is derived here directly from the boson relations, without first establishing the full set of su(2) commutators. In Schwinger-boson descriptions of spin models, it shows that the constraint $N=2S$ on a site fixes $J^2$ to the value $S(S+1)$; the statement concerns a single site on which the constraint holds exactly, not merely on average.

## From normal ordering to $j(j+1)$

Start with $J_-J_+=b_2a_1b_1a_2$. Replacing $a_1b_1$ by $b_1a_1+1$ gives

$$J_-J_+=b_2b_1a_1a_2+b_2a_2 .$$

In the first term, $a_2$ can be moved to the left past $a_1$ and $b_1$, which belong to the other mode. The term becomes $b_2a_2b_1a_1=N_2N_1$, and so

$$J_-J_+=N_2(N_1+1).$$

Exchanging the roles of the modes gives $J_+J_-=N_1(N_2+1)$.

The number operators commute, because

$$N_1N_2=b_1a_1b_2a_2=b_1b_2a_1a_2=b_2b_1a_2a_1=b_2a_2b_1a_1=N_2N_1 .$$

From here on the calculation is ordinary algebra in two commuting quantities:

$$\begin{aligned}
J^2&=N_1N_2+N_2+\tfrac14(N_1^2-2N_1N_2+N_2^2)+\tfrac12(N_1-N_2)\\
&=\tfrac14(N_1+N_2)^2+\tfrac12(N_1+N_2)\\
&=\frac N2\Big(\frac N2+1\Big).
\end{aligned}$$

The symmetric form, which is $J_x^2+J_y^2+J_z^2$ when $J_\pm=J_x\pm iJ_y$, has the same value. The average of the two products is $N_1N_2+\tfrac12N$, and therefore

$$\tfrac12(J_+J_-+J_-J_+)+J_z^2=N_1N_2+\tfrac12N+\tfrac14(N_1-N_2)^2=\tfrac14N^2+\tfrac12N .$$

If $Nv=2j\,v$, then $(\tfrac N2+1)v=(j+1)v$. Applying $\tfrac N2$ to this gives $j(j+1)v$.

The sign of the linear term depends on the order of the ladder operators, and the two are easily mismatched. Subtracting the two products gives $J_+J_--J_-J_+=N_1-N_2=2J_z$, so the companion formula is $J^2=J_+J_-+J_z^2-J_z$, with a minus sign. One quantum in mode 1 exposes the error: $J_-J_++J_z^2+J_z$ gives $0+\tfrac14+\tfrac12=\tfrac34$, as it should for spin one half, whereas $J_+J_-+J_z^2+J_z$ gives $1+\tfrac14+\tfrac12=\tfrac74$.

## The boson relations as a hypothesis

The development opens with an arbitrary ring `A`, whose multiplication need not commute.

In Lean 4 with Mathlib:

```lean
import Mathlib

namespace SchwingerCasimir

section Algebra

variable {A : Type*} [Ring A]
```

The predicate `TwoModes` collects the assumptions about the modes. The fields `ccr₁` and `ccr₂` are the canonical relations, which imply that $b_i$ raises the value of $N_i$ by one and $a_i$ lowers it by one. The other four fields say that the modes are independent.

```lean
/-- Two independent boson modes with lowering operators `a₁`, `a₂` and raising operators
`b₁`, `b₂`: each pair is canonical, and operators of different modes commute. -/
structure TwoModes (a₁ b₁ a₂ b₂ : A) : Prop where
  ccr₁ : a₁ * b₁ - b₁ * a₁ = 1
  ccr₂ : a₂ * b₂ - b₂ * a₂ = 1
  aa : a₁ * a₂ = a₂ * a₁
  bb : b₁ * b₂ = b₂ * b₁
  ab : a₁ * b₂ = b₂ * a₁
  ba : a₂ * b₁ = b₁ * a₂
```

These relations are assumed of the four operators, not derived from a Hamiltonian. They exclude the truncated matrices used in numerical work: on a nonzero finite-dimensional space over the rational, real or complex numbers a commutator has trace zero, while the identity does not.

## The angular momentum operators

The ladder operators and the total number need only the ring operations.

```lean
/-- The product `J₊ = b₁ a₂`. For two independent boson modes it moves a quantum from mode 2 to mode
1. -/
def jPlus (b₁ a₂ : A) : A := b₁ * a₂

/-- The product `J₋ = b₂ a₁`. For two independent boson modes it moves a quantum from mode 1 to mode
2. -/
def jMinus (a₁ b₂ : A) : A := b₂ * a₁

/-- The total number of quanta, `N = b₁ a₁ + b₂ a₂`. -/
def total (a₁ b₁ a₂ b₂ : A) : A := b₁ * a₁ + b₂ * a₂
```

The factor $\tfrac12$ in $J_z$ is taken as a rational scalar, so the definition assumes `Algebra ℚ A`. An algebra over the complex numbers also qualifies. The symbol `•` denotes multiplication by a scalar.

```lean
/-- Half the difference of the occupation numbers, `Jz = (b₁ a₁ - b₂ a₂) / 2`. -/
def jz [Algebra ℚ A] (a₁ b₁ a₂ b₂ : A) : A := (1 / 2 : ℚ) • (b₁ * a₁ - b₂ * a₂)
```

The element `casimir` is defined by the expression with $J_-J_+$ and $+J_z$. Its equality with a function of $N$ is thus a statement to be proved and not a definition.

```lean
/-- The Casimir element `J² = J₋ J₊ + Jz² + Jz`. -/
def casimir [Algebra ℚ A] (a₁ b₁ a₂ b₂ : A) : A :=
  jMinus a₁ b₂ * jPlus b₁ a₂ + jz a₁ b₁ a₂ b₂ ^ 2 + jz a₁ b₁ a₂ b₂
```

## Normal ordering and commuting number operators

The first theorem is $J_-J_+=N_2(N_1+1)$.

```lean
variable {a₁ b₁ a₂ b₂ : A}

/-- For two independent boson modes, `J₋ J₊ = N₂ (N₁ + 1)`, where `Nᵢ = bᵢ aᵢ`. -/
theorem jMinus_mul_jPlus (h : TwoModes a₁ b₁ a₂ b₂) :
    jMinus a₁ b₂ * jPlus b₁ a₂ = b₂ * a₂ * (b₁ * a₁ + 1) := by
  unfold jMinus jPlus
  linear_combination (norm := noncomm_ring)
    b₂ * h.ccr₁ * a₂ + b₂ * b₁ * h.aa - b₂ * h.ba * a₁
```

The proof lists the relations used, each multiplied from the left and right by the operators that surround it. The term `b₂ * h.ccr₁ * a₂` is the replacement of $a_1b_1$ by $b_1a_1+1$ inside $b_2(\cdots)a_2$. The other two terms move $a_2$ past $a_1$ and then past $b_1$. The tactic `noncomm_ring` checks that what remains cancels without changing the order of any factors.

The opposite product uses the canonical relation of mode 2 in the same way.

```lean
/-- For two independent boson modes, `J₊ J₋ = N₁ (N₂ + 1)`, where `Nᵢ = bᵢ aᵢ`. -/
theorem jPlus_mul_jMinus (h : TwoModes a₁ b₁ a₂ b₂) :
    jPlus b₁ a₂ * jMinus a₁ b₂ = b₁ * a₁ * (b₂ * a₂ + 1) := by
  unfold jMinus jPlus
  linear_combination (norm := noncomm_ring)
    b₁ * h.ccr₂ * a₁ - b₁ * b₂ * h.aa - b₁ * h.ab * a₂
```

The commutation of $N_1$ and $N_2$ uses only relations between different modes. The four terms in the proof are the four exchanges in the chain of equalities above.

```lean
/-- The number operators of two independent boson modes commute. -/
theorem numbers_comm (h : TwoModes a₁ b₁ a₂ b₂) :
    b₁ * a₁ * (b₂ * a₂) = b₂ * a₂ * (b₁ * a₁) := by
  linear_combination (norm := noncomm_ring)
    b₁ * h.ab * a₂ + h.bb * a₁ * a₂ + b₂ * b₁ * h.aa - b₂ * h.ba * a₁
```

## The Casimir identity and its symmetric form

The theorem `casimir_eq` states the main identity as an equality in the algebra, with no reference to states.

```lean
/-- For two independent boson modes the Casimir element is fixed by the total number of
quanta: `J₋ J₊ + Jz² + Jz = (N/2) (N/2 + 1)`. -/
theorem casimir_eq [Algebra ℚ A] (h : TwoModes a₁ b₁ a₂ b₂) :
    casimir a₁ b₁ a₂ b₂ =
      ((1 / 2 : ℚ) • total a₁ b₁ a₂ b₂) * ((1 / 2 : ℚ) • total a₁ b₁ a₂ b₂ + 1) := by
  -- a quadratic identity in two commuting number operators
  have key : ∀ n m : A, n * m = m * n →
      m * (n + 1) + ((1 / 2 : ℚ) • (n - m)) ^ 2 + (1 / 2 : ℚ) • (n - m) =
        ((1 / 2 : ℚ) • (n + m)) * ((1 / 2 : ℚ) • (n + m) + 1) := by
    intro n m hnm
    simp only [pow_two, mul_add, add_mul, mul_sub, sub_mul, smul_mul_assoc,
      mul_smul_comm, mul_one, smul_add, smul_sub, hnm]
    module
  rw [casimir, jMinus_mul_jPlus h]
  exact key _ _ (numbers_comm h)
```

The auxiliary statement `key` is the quadratic calculation for any two commuting elements `n` and `m`, which stand for $N_1$ and $N_2$. Its proof expands all products, uses `hnm` to put the mixed ones in a common order, and leaves `module` to compare the rational coefficients. The theorem follows by inserting the normal-ordered product and applying `key` to the number operators.

The symmetric form is proved in the same manner, with both normal-ordered products inserted.

```lean
/-- For two independent boson modes the symmetrically ordered square of the angular momentum
has the same value: `(J₊ J₋ + J₋ J₊)/2 + Jz² = (N/2) (N/2 + 1)`. -/
theorem symmetric_casimir_eq [Algebra ℚ A] (h : TwoModes a₁ b₁ a₂ b₂) :
    (1 / 2 : ℚ) • (jPlus b₁ a₂ * jMinus a₁ b₂ + jMinus a₁ b₂ * jPlus b₁ a₂)
        + jz a₁ b₁ a₂ b₂ ^ 2 =
      ((1 / 2 : ℚ) • total a₁ b₁ a₂ b₂) * ((1 / 2 : ℚ) • total a₁ b₁ a₂ b₂ + 1) := by
  have key : ∀ n m : A, n * m = m * n →
      (1 / 2 : ℚ) • (n * (m + 1) + m * (n + 1)) + ((1 / 2 : ℚ) • (n - m)) ^ 2 =
        ((1 / 2 : ℚ) • (n + m)) * ((1 / 2 : ℚ) • (n + m) + 1) := by
    intro n m hnm
    simp only [pow_two, mul_add, add_mul, mul_sub, sub_mul, smul_mul_assoc,
      mul_smul_comm, mul_one, smul_add, smul_sub, hnm]
    module
  rw [jPlus_mul_jMinus h, jMinus_mul_jPlus h]
  exact key _ _ (numbers_comm h)

end Algebra
```

## Eigenstates of the total number

States now enter as vectors in a rational vector space `V`, and the four operators are linear maps from `V` to itself. The type `Module.End ℚ V` is the algebra of such maps, with composition as its product. A complex vector space is also a rational one, so complex amplitudes are allowed. The operators must be defined on all of `V`, which fails for the full Hilbert space of two oscillators because they are unbounded. There one takes for `V` the finite linear combinations of number states, which all four operators map into itself.

```lean
/-- For two independent boson modes acting on a rational vector space, a vector `v` with
`N v = 2j v` for a rational number `j` satisfies `J² v = j (j + 1) v`. -/
theorem casimir_apply {V : Type*} [AddCommGroup V] [Module ℚ V]
    {a₁ b₁ a₂ b₂ : Module.End ℚ V} (h : TwoModes a₁ b₁ a₂ b₂) {v : V} {j : ℚ}
    (hv : total a₁ b₁ a₂ b₂ v = (2 * j) • v) :
    casimir a₁ b₁ a₂ b₂ v = (j * (j + 1)) • v := by
  rw [casimir_eq h]
  simp only [Module.End.mul_apply, LinearMap.smul_apply, LinearMap.add_apply,
    Module.End.one_apply, map_add, map_smul, hv]
  module
```

The hypothesis `hv` is $Nv=2j\,v$, and the conclusion is $J^2v=j(j+1)v$. The proof replaces the Casimir element by its expression in $N$, lets the factors act on `v` one after the other, and collects the coefficients.

Here `j` is any rational number for which the hypothesis holds. The theorem doesn't derive that $2j$ is a non-negative integer; that restriction depends on the representation. Nor does it require $v\neq0$, although only a nonzero vector represents a physical state.

## Two oscillators described by amplitudes

An explicit model shows that the assumptions can be realised. A state is a table of rational amplitudes $\psi(m,n)$, where $m$ and $n$ are the occupations of modes 1 and 2.

```lean
/-- Tables of rational amplitudes, where `ψ m n` belongs to `m` quanta in mode 1 and `n` in mode 2.
-/
abbrev Fock := ℕ → ℕ → ℚ
```

The type `Fock` contains every such table, including those with infinitely many nonzero entries. It has no inner product and is not the Hilbert-space completion of the usual Fock space.

The lowering operators shift the table.

```lean
/-- Lowering operator of mode 1: `(a₁ ψ)(m, n) = ψ(m + 1, n)`. -/
def lower₁ : Module.End ℚ Fock where
  toFun ψ := fun m n => ψ (m + 1) n
  map_add' _ _ := rfl
  map_smul' _ _ := rfl

/-- Lowering operator of mode 2: `(a₂ ψ)(m, n) = ψ(m, n + 1)`. -/
def lower₂ : Module.End ℚ Fock where
  toFun ψ := fun m n => ψ m (n + 1)
  map_add' _ _ := rfl
  map_smul' _ _ := rfl
```

The raising operators shift it the other way and multiply by the occupation.

```lean
/-- Raising operator of mode 1: `(b₁ ψ)(m, n) = m ψ(m - 1, n)`, which is zero at `m = 0`. -/
def raise₁ : Module.End ℚ Fock where
  toFun ψ := fun m n => (m : ℚ) * ψ (m - 1) n
  map_add' φ ψ := by
    funext m n
    simp only [Pi.add_apply]
    ring
  map_smul' c ψ := by
    funext m n
    simp only [Pi.smul_apply, smul_eq_mul, RingHom.id_apply]
    ring

/-- Raising operator of mode 2: `(b₂ ψ)(m, n) = n ψ(m, n - 1)`, which is zero at `n = 0`. -/
def raise₂ : Module.End ℚ Fock where
  toFun ψ := fun m n => (n : ℚ) * ψ m (n - 1)
  map_add' φ ψ := by
    funext m n
    simp only [Pi.add_apply]
    ring
  map_smul' c ψ := by
    funext m n
    simp only [Pi.smul_apply, smul_eq_mul, RingHom.id_apply]
    ring
```

Subtraction of natural numbers gives `0 - 1 = 0`, but at that point the prefactor is zero, so the amplitude vanishes as it should.

To see the connection with the normalised convention, let $|p,q)$ be the table with amplitude 1 at $(p,q)$ and zero elsewhere. For mode 1 the definitions give

$$a_1|p,q)=|p-1,q)\quad(p\ge1),\qquad a_1|0,q)=0,\qquad b_1|p,q)=(p+1)\,|p+1,q).$$

The usual factors $\sqrt p$ and $\sqrt{p+1}$ return if $|p,q)$ is identified with $|p,q\rangle/\sqrt{p!\,q!}$, where $|p,q\rangle$ is the normalised number state. The unnormalised basis keeps all coefficients rational, and the change of scale leaves eigenvalues untouched.

The next lemma treats the shift down followed by the shift up. It returns the original amplitude for $m\ge1$, and for $m=0$ both sides are zero.

```lean
/-- With truncated subtraction of natural numbers, `m f(m - 1 + 1) = m f(m)` for every `m`,
including `m = 0`. -/
theorem lower_raise_amplitude (f : ℕ → ℚ) (m : ℕ) :
    (m : ℚ) * f (m - 1 + 1) = m * f m := by
  rcases m with _ | m <;> simp
```

With it, the boson relations can be checked amplitude by amplitude. For mode 1,

$$(a_1b_1\psi)(m,n)=(m+1)\psi(m,n),\qquad (b_1a_1\psi)(m,n)=m\,\psi(m,n),$$

and the difference is $\psi(m,n)$.

```lean
/-- The explicit lowering and raising operators on two-mode amplitudes are two independent
boson modes. -/
theorem twoModes_witness : TwoModes lower₁ raise₁ lower₂ raise₂ := by
  constructor <;> refine LinearMap.ext fun ψ => funext fun m => funext fun n => ?_
  · have k : (m : ℚ) * ψ (m - 1 + 1) n = m * ψ m n :=
      lower_raise_amplitude (fun i => ψ i n) m
    change ((m + 1 : ℕ) : ℚ) * ψ m n - (m : ℚ) * ψ (m - 1 + 1) n = ψ m n
    push_cast
    linear_combination -k
  · have k : (n : ℚ) * ψ m (n - 1 + 1) = n * ψ m n := lower_raise_amplitude (ψ m) n
    change ((n + 1 : ℕ) : ℚ) * ψ m n - (n : ℚ) * ψ m (n - 1 + 1) = ψ m n
    push_cast
    linear_combination -k
  · rfl
  · change (m : ℚ) * ((n : ℚ) * ψ (m - 1) (n - 1)) = (n : ℚ) * ((m : ℚ) * ψ (m - 1) (n - 1))
    ring
  · rfl
  · rfl
```

The first two cases of the proof are this calculation for each mode. In the remaining four, operations on different indices are exchanged. Three of these hold by unfolding the definitions, and the fourth reorders the factors $m$ and $n$.

## Number states with $j=0,\tfrac12,1,\tfrac32,\dots$

The state $|p,q)$ is called `occupation p q` in the code.

```lean
/-- The state with exactly `p` quanta in mode 1 and `q` quanta in mode 2. -/
def occupation (p q : ℕ) : Fock := fun m n => if m = p ∧ n = q then 1 else 0
```

It contains $p+q$ quanta, so it should have $j=(p+q)/2$. The final theorem confirms the corresponding value of $J^2$ for all natural numbers $p$ and $q$.

```lean
/-- In the explicit model, the state with `p` and `q` quanta in the two modes satisfies
`J² v = j (j + 1) v` with `j = (p + q)/2`. -/
theorem casimir_occupation (p q : ℕ) :
    casimir lower₁ raise₁ lower₂ raise₂ (occupation p q) =
      (((p + q : ℚ) / 2) * ((p + q : ℚ) / 2 + 1)) • occupation p q := by
  refine casimir_apply (j := (p + q : ℚ) / 2) twoModes_witness ?_
  funext m n
  have k₁ : (m : ℚ) * occupation p q (m - 1 + 1) n = m * occupation p q m n :=
    lower_raise_amplitude (fun i => occupation p q i n) m
  have k₂ : (n : ℚ) * occupation p q m (n - 1 + 1) = n * occupation p q m n :=
    lower_raise_amplitude (occupation p q m) n
  change (m : ℚ) * occupation p q (m - 1 + 1) n + (n : ℚ) * occupation p q m (n - 1 + 1) =
    (2 * ((p + q : ℚ) / 2)) * occupation p q m n
  rw [k₁, k₂]
  -- the amplitude vanishes unless the occupations are `p` and `q`
  by_cases h : m = p ∧ n = q
  · rw [h.1, h.2]
    ring
  · have h0 : occupation p q m n = 0 := if_neg h
    rw [h0]
    ring

end SchwingerCasimir
```

The proof uses `casimir_apply`, which leaves only the eigenvalue equation for $N$ to be checked. The facts `k₁` and `k₂` turn its left side into $(m+n)$ times the amplitude at $(m,n)$. If $(m,n)=(p,q)$, the factor is $p+q$, as required; at every other position the amplitude is zero and both sides vanish.

The vacuum, $p=q=0$, has $j=0$ and eigenvalue $0$. A single quantum in either mode gives $\tfrac34$, and two quanta give $2$ however they are distributed. Since $p+q$ can be any natural number, every $j=0,\tfrac12,1,\tfrac32,\dots$ occurs.

```lean
#print axioms SchwingerCasimir.casimir_eq
-- 'SchwingerCasimir.casimir_eq' depends on axioms: [propext, Classical.choice, Quot.sound]
#print axioms SchwingerCasimir.symmetric_casimir_eq
-- 'SchwingerCasimir.symmetric_casimir_eq' depends on axioms: [propext, Classical.choice, Quot.sound]
#print axioms SchwingerCasimir.casimir_occupation
-- 'SchwingerCasimir.casimir_occupation' depends on axioms: [propext, Classical.choice, Quot.sound]
```
